# No nonzero bounded solution on an infinite tight-binding chain when |E − V(n)| exceeds twice the hopping strength at every site

The theorem `lattice_solution_eq_zero` says that if `c n` is real with |c(n)| > 1 at every integer n, then any bounded complex solution of ψ(n+1) + ψ(n−1) = 2c(n)ψ(n) is zero everywhere. In physics this is the equation for one particle on an infinite chain with uniform real nonzero nearest-neighbour hopping t and real on-site energies V(n), at real energy E, where 2c(n) = (E − V(n))/t. The amplitude ψ need only be bounded, not normalisable. The attempt shows that |ψ| is a convex sequence, so that, being bounded, it cannot increase on stepping from n to either neighbour. If ψ(n) were nonzero, the equation with |c(n)| > 1 would force the two neighbouring moduli to sum to more than 2|ψ(n)|, a contradiction.

The failing Lean file:

```lean
import Mathlib

open Set

namespace LatticeSolutionEqZero

noncomputable section

/-- A convex real sequence that is bounded above does not increase at its first step. -/
theorem convex_bounded_step {v : ℕ → ℝ} {M : ℝ}
    (hv : ∀ k, 2 * v (k + 1) ≤ v (k + 2) + v k) (hM : ∀ k, v k ≤ M) : v 1 ≤ v 0 := by
  by_contra hlt
  have hd : 0 < v 1 - v 0 := by linarith [not_le.mp hlt]
  have hs : ∀ k, v 1 - v 0 ≤ v (k + 1) - v k := by
    intro k
    induction k with
    | zero => simp
    | succ k ih => linarith [hv k]
  -- increments never shrink, so the sequence grows at least linearly
  have hg : ∀ k : ℕ, v 0 + k * (v 1 - v 0) ≤ v k := by
    intro k
    induction k with
    | zero => simp
    | succ k ih =>
      push_cast
      linarith [hs k]
  obtain ⟨k, hk⟩ := exists_nat_gt ((M - v 0) / (v 1 - v 0))
  rw [div_lt_iff₀ hd] at hk
  linarith [hg k, hM k]

/-- If `|c n| > 1` at every site, a bounded complex solution of
`ψ(n+1) + ψ(n-1) = 2 c(n) ψ(n)` on the integers is zero. -/
theorem lattice_solution_eq_zero {c : ℤ → ℝ} (hc : ∀ n, 1 < |c n|) {ψ : ℤ → ℂ}
    (h : ∀ n, ψ (n + 1) + ψ (n - 1) = 2 * (c n : ℂ) * ψ n)
    (hb : ∃ M : ℝ, ∀ n, ‖ψ n‖ ≤ M) (n : ℤ) : ψ n = 0 := by
  obtain ⟨M, hM⟩ := hb
  have hn : ∀ m, 2 * |c m| * ‖ψ m‖ ≤ ‖ψ (m + 1)‖ + ‖ψ (m - 1)‖ := by
    intro m
    calc 2 * |c m| * ‖ψ m‖ = ‖2 * (c m : ℂ) * ψ m‖ := by simp
      _ = ‖ψ (m + 1) + ψ (m - 1)‖ := by rw [h m]
      _ ≤ _ := norm_add_le _ _
  have hconv : ∀ m, 2 * ‖ψ m‖ ≤ ‖ψ (m + 1)‖ + ‖ψ (m - 1)‖ := fun m => by
    nlinarith [hn m, hc m, norm_nonneg (ψ m)]
  -- the modulus cannot increase to the right, nor to the left
  have hr := convex_bounded_step (v := fun k : ℕ => ‖ψ (n + (k : ℤ))‖) (M := M) (fun k => by
    have q := hconv (n + ((k + 1 : ℕ) : ℤ))
    rw [show n + ((k + 1 : ℕ) : ℤ) + 1 = n + ((k + 2 : ℕ) : ℤ) by push_cast; ring,
      show n + ((k + 1 : ℕ) : ℤ) - 1 = n + (k : ℤ) by push_cast; ring] at q
    exact q) (fun k => hM _)
  have hl := convex_bounded_step (v := fun k : ℕ => ‖ψ (n - (k : ℤ))‖) (M := M) (fun k => by
    have q := hconv (n - ((k + 1 : ℕ) : ℤ))
    rw [show n - ((k + 1 : ℕ) : ℤ) + 1 = n - (k : ℤ) by push_cast; ring,
      show n - ((k + 1 : ℕ) : ℤ) - 1 = n - ((k + 2 : ℕ) : ℤ) by push_cast; ring,
      add_comm] at q
    exact q) (fun k => hM _)
  simp only [Nat.cast_one, Nat.cast_zero, add_zero, sub_zero] at hr hl
  by_contra hne
  have hp : 0 < ‖ψ n‖ := norm_pos_iff.mpr hne
  nlinarith [hn n, mul_pos (sub_pos.mpr (hc n)) hp]

end

end LatticeSolutionEqZero
```

Messages:

```
Main.lean:55:4: error: Type mismatch
  q
has type
  2 * ‖ψ (n - ↑(1 + k))‖ ≤ ‖ψ (n - ↑k)‖ + ‖ψ (n - ↑(k + 2))‖
but is expected to have type
  2 * ‖ψ (n - ↑(k + 1))‖ ≤ ‖ψ (n - ↑(k + 2))‖ + ‖ψ (n - ↑k)‖
```

As a diff, the version that Lean accepts:

```diff
@@ -51,7 +51,6 @@
     have q := hconv (n - ((k + 1 : ℕ) : ℤ))
     rw [show n - ((k + 1 : ℕ) : ℤ) + 1 = n - (k : ℤ) by push_cast; ring,
-      show n - ((k + 1 : ℕ) : ℤ) - 1 = n - ((k + 2 : ℕ) : ℤ) by push_cast; ring,
-      add_comm] at q
-    exact q) (fun k => hM _)
+      show n - ((k + 1 : ℕ) : ℤ) - 1 = n - ((k + 2 : ℕ) : ℤ) by push_cast; ring] at q
+    linarith [q]) (fun k => hM _)
   simp only [Nat.cast_one, Nat.cast_zero, add_zero, sub_zero] at hr hl
   by_contra hne
```

Diagnosis. The error is in the leftward half of the argument. There `hconv` gives the nearer site's norm first and the farther one's second, while `convex_bounded_step` wants them the other way round. The `add_comm` in the `rw` was meant to swap them, but without arguments it can match any addition, and it settled on the `k + 1` inside the cast. The message shows the result: `q` now contains `↑(1 + k)`, and the two norms are still in their old order. `exact q` therefore fails, since Lean does not identify the two inequalities by unfolding definitions.

The repair drops `add_comm`, which leaves `k + 1` as it was, and replaces `exact q` with `linarith [q]`. `linarith` treats the norms as atoms in linear arithmetic over the reals, so the order of the summands no longer matters.
